# Nearest-neighbour finite differences never overestimate the kinetic energy of a continuously differentiable real amplitude on an interval

Sample a real amplitude $f$ at $0$, $\tfrac12$ and $1$, and call its two increments $p=f(\tfrac12)-f(0)$ and $q=f(1)-f(\tfrac12)$. With one cell, the finite-difference kinetic energy is $K_1=(p+q)^2$, in units where the prefactor of the kinetic energy is one. With two cells of half the width it is $K_2=2(p^2+q^2)$. Hence

$$K_2-K_1=(p-q)^2\ge 0 .$$

The coarse grid sees only the average slope and misses the variation around it. For $f(x)=x^2$ the values are $K_1=1$ and $K_2=\tfrac54$, while the continuum value is $\int_0^1(2x)^2dx=\tfrac43$.

## The energy on a grid

```lean
import Mathlib

open MeasureTheory Set Filter Topology

namespace GridKineticEnergy

noncomputable section

/-- Finite-difference kinetic energy of the amplitude `f` on the unit interval
cut into `n ≥ 1` equal cells, in units where the prefactor is one. -/
def gridKinetic (f : ℝ → ℝ) (n : ℕ) : ℝ :=
  n * ∑ j ∈ Finset.range n, (f ((j + 1) / n) - f (j / n)) ^ 2
```

For $n$ equal cells on $[0,1]$, `gridKinetic f n` is

$$K_n=n\sum_{j<n}\Big(f\big(\tfrac{j+1}{n}\big)-f\big(\tfrac jn\big)\Big)^2 .$$

Each term is a squared difference quotient times the cell width $1/n$. The prefactor $\hbar^2/2M$, with $M$ the particle mass, is set to one, and `Finset.range n` is the index set $0,\dots,n-1$. The amplitude need not be normalised.

This is the grid form of the kinetic part of a one-dimensional Gross-Pitaevskii energy for a fixed real amplitude, so the results describe the grid error of that term alone. They leave open how the trap, the interaction or a minimisation over amplitudes changes the total error.

## Refinement never lowers the energy

```lean
/-- Dividing every cell into `m ≥ 1` equal parts never lowers the grid kinetic energy,
whatever the amplitude. -/
theorem gridKinetic_le_refine (f : ℝ → ℝ) (n : ℕ) {m : ℕ} (hm : 0 < m) :
    gridKinetic f n ≤ gridKinetic f (n * m) := by
  have hm' : (m : ℝ) ≠ 0 := by exact_mod_cast hm.ne'
  -- group the fine cells by the coarse cell that contains them
  have block : ∀ (F : ℕ → ℝ) (N : ℕ), ∑ k ∈ Finset.range (N * m), F k =
      ∑ j ∈ Finset.range N, ∑ i ∈ Finset.range m, F (j * m + i) := by
    intro F N
    induction N with
    | zero => simp
    | succ N ih => rw [add_mul, one_mul, Finset.sum_range_add, ih, Finset.sum_range_succ]
  unfold gridKinetic
  rw [block, Finset.mul_sum, Finset.mul_sum]
  refine Finset.sum_le_sum fun j _ => ?_
  have e0 : ((j * m + 0 : ℕ) : ℝ) / ((n * m : ℕ) : ℝ) = j / n := by
    rw [add_zero, Nat.cast_mul, Nat.cast_mul, mul_div_mul_right _ _ hm']
  have e1 : ((j * m + m : ℕ) : ℝ) / ((n * m : ℕ) : ℝ) = (j + 1) / n := by
    rw [← mul_div_mul_right ((j : ℝ) + 1) (n : ℝ) hm']
    push_cast
    ring
  -- the coarse difference is the sum of the fine ones
  have htel : ∑ i ∈ Finset.range m, (f ((((j * m + i : ℕ) : ℝ) + 1) / ((n * m : ℕ) : ℝ))
      - f (((j * m + i : ℕ) : ℝ) / ((n * m : ℕ) : ℝ))) = f ((j + 1) / n) - f (j / n) := by
    have h := Finset.sum_range_sub
      (fun i : ℕ => f (((j * m + i : ℕ) : ℝ) / ((n * m : ℕ) : ℝ))) m
    simp only [e0, e1] at h
    rw [← h]
    refine Finset.sum_congr rfl fun i _ => ?_
    have hi : ((j * m + (i + 1) : ℕ) : ℝ) = ((j * m + i : ℕ) : ℝ) + 1 := by
      push_cast
      ring
    rw [hi]
  have hcs := sq_sum_le_card_mul_sum_sq (s := Finset.range m)
    (f := fun i : ℕ => f ((((j * m + i : ℕ) : ℝ) + 1) / ((n * m : ℕ) : ℝ))
      - f (((j * m + i : ℕ) : ℝ) / ((n * m : ℕ) : ℝ)))
  rw [Finset.card_range, htel] at hcs
  have h2 := mul_le_mul_of_nonneg_left hcs (Nat.cast_nonneg n : (0 : ℝ) ≤ n)
  rw [← mul_assoc, ← Nat.cast_mul] at h2
  exact h2
```

Here `f` is any function and `m` is at least one. Let $d_{j,i}$ be the increment of $f$ over fine cell $i$ inside coarse cell $j$. The increments telescope, and Cauchy-Schwarz gives

$$\Big(f\big(\tfrac{j+1}{n}\big)-f\big(\tfrac jn\big)\Big)^2=\Big(\sum_{i<m}d_{j,i}\Big)^2\le m\sum_{i<m}d_{j,i}^2 .$$

Multiplying by $n$ and summing over $j$ yields $K_n\le K_{nm}$.

In the proof, `block` groups the fine cells by coarse cell, `htel` is the telescoping sum and `hcs` is Cauchy-Schwarz.

## What one cell misses

```lean
/-- For a continuously differentiable amplitude, the kinetic energy missed by one cell is
the integrated squared deviation of the slope from its value at some interior point. -/
theorem cell_deficit {f g : ℝ → ℝ} {a b : ℝ} (hab : a < b)
    (hf : ∀ x ∈ Icc a b, HasDerivWithinAt f (g x) (Icc a b) x)
    (hg : ContinuousOn g (Icc a b)) :
    ∃ ξ ∈ Ioo a b, (∫ x in a..b, g x ^ 2) - (f b - f a) ^ 2 / (b - a) =
      ∫ x in a..b, (g x - g ξ) ^ 2 := by
  have hc : ContinuousOn f (Icc a b) := fun x hx => (hf x hx).continuousWithinAt
  have hd : ∀ x ∈ Ioo a b, HasDerivAt f (g x) x := fun x hx =>
    (hf x (Ioo_subset_Icc_self hx)).hasDerivAt (Icc_mem_nhds hx.1 hx.2)
  -- the mean value theorem supplies the point
  obtain ⟨ξ, hξ, hs⟩ := exists_hasDerivAt_eq_slope f g hab hc hd
  have hne : b - a ≠ 0 := (sub_pos.2 hab).ne'
  have hs' : f b - f a = g ξ * (b - a) := by
    rw [hs]
    exact (div_mul_cancel₀ _ hne).symm
  have hi : IntervalIntegrable g volume a b := hg.intervalIntegrable_of_Icc hab.le
  have hi2 : IntervalIntegrable (fun x => g x ^ 2) volume a b :=
    (hg.pow 2).intervalIntegrable_of_Icc hab.le
  have hi3 : IntervalIntegrable (fun x => 2 * g ξ * g x) volume a b := hi.const_mul _
  have hi4 : IntervalIntegrable (fun x => g x ^ 2 - 2 * g ξ * g x) volume a b := hi2.sub hi3
  have hi5 : IntervalIntegrable (fun _ : ℝ => g ξ ^ 2) volume a b :=
    continuous_const.intervalIntegrable a b
  have hF := intervalIntegral.integral_eq_sub_of_hasDerivAt_of_le hab.le hc hd hi
  have h1 : (fun x => (g x - g ξ) ^ 2) = fun x => (g x ^ 2 - 2 * g ξ * g x) + g ξ ^ 2 := by
    funext x
    ring
  have h2 : (g ξ * (b - a)) ^ 2 / (b - a) = g ξ ^ 2 * (b - a) := by
    rw [div_eq_iff hne]
    ring
  refine ⟨ξ, hξ, ?_⟩
  rw [h1, intervalIntegral.integral_add hi4 hi5, intervalIntegral.integral_sub hi2 hi3,
    intervalIntegral.integral_const_mul, intervalIntegral.integral_const, smul_eq_mul,
    hF, hs', h2]
  ring
```

The hypothesis `hf` says that $f$ has derivative $g(x)$ at each $x\in[a,b]$, computed from points of the interval only, so it is one-sided at the ends. `hg` says that $g$ is continuous there. `Icc` is a closed interval and `Ioo` an open one.

The mean value theorem supplies $\xi\in(a,b)$ with $f(b)-f(a)=g(\xi)(b-a)$. Expanding the square and using $\int_a^b g=f(b)-f(a)$,

$$\begin{aligned}\int_a^b(g-g(\xi))^2&=\int_a^b g^2-2g(\xi)\big(f(b)-f(a)\big)+g(\xi)^2(b-a)\\&=\int_a^b g^2-g(\xi)^2(b-a)\\&=\int_a^b g^2-\frac{(f(b)-f(a))^2}{b-a}.\end{aligned}$$

In Lean, `hs` is the mean value step and `hF` the fundamental theorem of calculus. The facts `hi` to `hi5` establish integrability, so that the integral may be split.

## The error of the whole grid

```lean
variable {f g : ℝ → ℝ}

/-- Exact error formula on `n ≥ 1` cells for a continuously differentiable amplitude: the
missing kinetic energy is the summed squared deviation of the slope from one value per cell. -/
theorem grid_deficit {n : ℕ} (hn : 0 < n)
    (hf : ∀ x ∈ Icc (0 : ℝ) 1, HasDerivWithinAt f (g x) (Icc 0 1) x)
    (hg : ContinuousOn g (Icc 0 1)) :
    ∃ ξ : ℕ → ℝ, (∀ j < n, ξ j ∈ Ioo ((j : ℝ) / n) ((j + 1) / n)) ∧
      (∫ x in (0 : ℝ)..1, g x ^ 2) - gridKinetic f n =
        ∑ j ∈ Finset.range n, ∫ x in ((j : ℝ) / n)..((j + 1) / n), (g x - g (ξ j)) ^ 2 := by
  have hn' : (0 : ℝ) < n := by exact_mod_cast hn
  have hsub : ∀ j < n, Icc ((j : ℝ) / n) ((j + 1) / n) ⊆ Icc 0 1 := by
    intro j hj
    apply Icc_subset_Icc (by positivity)
    rw [div_le_one hn']
    exact_mod_cast hj
  have hlt : ∀ j : ℕ, (j : ℝ) / n < (j + 1) / n := fun j =>
    (div_lt_div_iff_of_pos_right hn').2 (lt_add_one _)
  have hcell : ∀ j : ℕ, ∃ ξ : ℝ, j < n → ξ ∈ Ioo ((j : ℝ) / n) ((j + 1) / n) ∧
      (∫ x in ((j : ℝ) / n)..((j + 1) / n), g x ^ 2) -
        (f ((j + 1) / n) - f (j / n)) ^ 2 / ((j + 1) / n - j / n) =
        ∫ x in ((j : ℝ) / n)..((j + 1) / n), (g x - g ξ) ^ 2 := by
    intro j
    by_cases hj : j < n
    · obtain ⟨ξ, h1, h2⟩ := cell_deficit (hlt j)
        (fun x hx => (hf x (hsub j hj hx)).mono (hsub j hj)) (hg.mono (hsub j hj))
      exact ⟨ξ, fun _ => ⟨h1, h2⟩⟩
    · exact ⟨0, fun h => absurd h hj⟩
  choose ξ hξ using hcell
  refine ⟨ξ, fun j hj => (hξ j hj).1, ?_⟩
  -- the cells tile the unit interval
  have hsum : (∑ j ∈ Finset.range n, ∫ x in ((j : ℝ) / n)..((j + 1) / n), g x ^ 2) =
      ∫ x in (0 : ℝ)..1, g x ^ 2 := by
    have h := intervalIntegral.sum_integral_adjacent_intervals (f := fun x => g x ^ 2)
      (μ := volume) (a := fun k : ℕ => (k : ℝ) / n) (n := n) (fun j hj => by
        push_cast
        exact ((hg.mono (hsub j hj)).pow 2).intervalIntegrable_of_Icc (hlt j).le)
    simp only [Nat.cast_add, Nat.cast_one, Nat.cast_zero, zero_div, div_self hn'.ne'] at h
    exact h
  have hk : gridKinetic f n = ∑ j ∈ Finset.range n,
      (f ((j + 1) / n) - f (j / n)) ^ 2 / (((j : ℝ) + 1) / n - j / n) := by
    rw [gridKinetic, Finset.mul_sum]
    refine Finset.sum_congr rfl fun j _ => ?_
    have h : ((j : ℝ) + 1) / n - j / n = 1 / n := by ring
    rw [h, div_div_eq_mul_div, div_one, mul_comm]
  rw [← hsum, hk, ← Finset.sum_sub_distrib]
  exact Finset.sum_congr rfl fun j hj => (hξ j (Finset.mem_range.1 hj)).2
```

Each cell has width $1/n$, so dividing its squared increment by the width gives its term in $K_n$. Summing the one-cell identity gives

$$\int_0^1 g^2-K_n=\sum_{j<n}\int_{j/n}^{(j+1)/n}(g(x)-g(\xi_j))^2\,dx .$$

The points $\xi_j$ form a function `ξ : ℕ → ℝ`, of which only the values with $j<n$ matter. The command `choose` collects them from the separate cells, `hsum` joins the cell integrals and `hk` rewrites $K_n$.

```lean
/-- If the continuous slope varies by at most `ε` over distances up to the spacing `1/n`,
with `n ≥ 1`, the grid misses at most `ε²` of the kinetic energy. -/
theorem deficit_le_sq {n : ℕ} (hn : 0 < n)
    (hf : ∀ x ∈ Icc (0 : ℝ) 1, HasDerivWithinAt f (g x) (Icc 0 1) x)
    (hg : ContinuousOn g (Icc 0 1)) {ε : ℝ}
    (hε : ∀ x ∈ Icc (0 : ℝ) 1, ∀ y ∈ Icc (0 : ℝ) 1, |x - y| ≤ 1 / n → |g x - g y| ≤ ε) :
    (∫ x in (0 : ℝ)..1, g x ^ 2) - gridKinetic f n ≤ ε ^ 2 := by
  have hn' : (0 : ℝ) < n := by exact_mod_cast hn
  obtain ⟨ξ, hξ, h⟩ := grid_deficit hn hf hg
  rw [h]
  calc _ ≤ ∑ _j ∈ Finset.range n, ε ^ 2 * (1 / (n : ℝ)) := by
        refine Finset.sum_le_sum fun j hj => ?_
        have hj' := Finset.mem_range.1 hj
        have hw : ((j : ℝ) + 1) / n = j / n + 1 / n := by ring
        have hp : (0 : ℝ) < 1 / n := by positivity
        have h0 : (0 : ℝ) ≤ j / n := by positivity
        have h1 : ((j : ℝ) + 1) / n ≤ 1 := by
          rw [div_le_one hn']
          exact_mod_cast hj'
        have hle : (j : ℝ) / n ≤ (j + 1) / n := by linarith
        obtain ⟨hl, hr⟩ := hξ j hj'
        have hb := intervalIntegral.norm_integral_le_of_norm_le_const
          (a := (j : ℝ) / n) (b := (j + 1) / n) (f := fun x => (g x - g (ξ j)) ^ 2)
          (C := ε ^ 2) (fun x hx => by
            rw [uIoc_of_le hle] at hx
            obtain ⟨hx1, hx2⟩ := hx
            rw [Real.norm_eq_abs, abs_pow]
            exact pow_le_pow_left₀ (abs_nonneg _) (hε x ⟨by linarith, by linarith⟩ (ξ j)
              ⟨by linarith, by linarith⟩ (abs_le.2 ⟨by linarith, by linarith⟩)) 2)
        have hd : |((j : ℝ) + 1) / n - j / n| = 1 / n := by
          rw [hw, add_sub_cancel_left, abs_of_pos hp]
        rw [hd] at hb
        exact (le_abs_self _).trans hb
    _ = ε ^ 2 := by
        rw [Finset.sum_const, Finset.card_range, nsmul_eq_mul]
        field_simp
```

Suppose $g$ varies by at most $\varepsilon$ over distances up to $1/n$. Within a cell, $|x-\xi_j|\le 1/n$, so the integrand is at most $\varepsilon^2$ and the cell contributes at most $\varepsilon^2/n$. The $n$ cells together contribute at most $\varepsilon^2$. The bound `hb` is the one-cell estimate, and the `calc` block adds the cells.

```lean
/-- Nearest-neighbour finite differences never overestimate the kinetic energy of a continuously
differentiable amplitude. -/
theorem gridKinetic_le_integral (n : ℕ)
    (hf : ∀ x ∈ Icc (0 : ℝ) 1, HasDerivWithinAt f (g x) (Icc 0 1) x)
    (hg : ContinuousOn g (Icc 0 1)) :
    gridKinetic f n ≤ ∫ x in (0 : ℝ)..1, g x ^ 2 := by
  rcases Nat.eq_zero_or_pos n with rfl | hn
  · simp only [gridKinetic, Nat.cast_zero, zero_mul]
    exact intervalIntegral.integral_nonneg zero_le_one fun x _ => sq_nonneg _
  · obtain ⟨ξ, hξ, h⟩ := grid_deficit hn hf hg
    rw [← sub_nonneg, h]
    refine Finset.sum_nonneg fun j hj => ?_
    have hc := hξ j (Finset.mem_range.1 hj)
    exact intervalIntegral.integral_nonneg (hc.1.trans hc.2).le fun x _ => sq_nonneg _
```

The error formula is a sum of integrals of squares, hence non-negative, and $K_n\le\int_0^1 g^2$. The case $n=0$ is treated separately: the grid energy is then zero.

The inequality $K_n\le\int_0^1 g^2$ fails if $f$ may jump at even one point. Take $f(x)=0$ for $x<\tfrac12$ and $f(x)=1$ for $x\ge\tfrac12$, with $g=0$ the slope away from the jump. Exactly one cell then has a nonzero increment, equal to one. Then $K_n=n$ for $n\ge1$, while $\int_0^1 g^2=0$. Here the integral is no longer the kinetic energy: an amplitude with a jump has infinite kinetic energy, and $K_n$ grows without bound.

## Halving the spacing, and the limit

```lean
/-- For a continuously differentiable amplitude, halving the spacing never lowers the grid kinetic
energy, which never exceeds the continuum value and converges to it. -/
theorem gridKinetic_monotone_bound_and_limit
    (hf : ∀ x ∈ Icc (0 : ℝ) 1, HasDerivWithinAt f (g x) (Icc 0 1) x)
    (hg : ContinuousOn g (Icc 0 1)) :
    (∀ n : ℕ, gridKinetic f n ≤ gridKinetic f (2 * n) ∧
      gridKinetic f (2 * n) ≤ ∫ x in (0 : ℝ)..1, g x ^ 2) ∧
    Tendsto (gridKinetic f) atTop (𝓝 (∫ x in (0 : ℝ)..1, g x ^ 2)) := by
  refine ⟨fun n => ⟨?_, gridKinetic_le_integral _ hf hg⟩, ?_⟩
  · rw [mul_comm 2 n]
    exact gridKinetic_le_refine f n two_pos
  · rw [Metric.tendsto_atTop]
    intro η hη
    -- uniform continuity of the slope controls the deficit
    obtain ⟨δ, hδ, hu⟩ := Metric.uniformContinuousOn_iff.1
      (isCompact_Icc.uniformContinuousOn_of_continuous hg) (√(η / 2))
      (Real.sqrt_pos.2 (half_pos hη))
    obtain ⟨N, hN⟩ := exists_nat_one_div_lt hδ
    refine ⟨N + 1, fun n hn => ?_⟩
    have hnN : (N : ℝ) + 1 ≤ n := by exact_mod_cast hn
    have hsmall : 1 / (n : ℝ) < δ :=
      (one_div_le_one_div_of_le (by positivity) hnN).trans_lt hN
    have hgap := deficit_le_sq (n := n) (by omega) hf hg (ε := √(η / 2))
      (fun x hx y hy hxy => by
        have h := hu x hx y hy (by rw [Real.dist_eq]; exact hxy.trans_lt hsmall)
        rw [Real.dist_eq] at h
        exact h.le)
    rw [Real.sq_sqrt (half_pos hη).le] at hgap
    have hup := gridKinetic_le_integral n hf hg
    rw [Real.dist_eq, abs_lt]
    constructor <;> linarith
```

For every $n$, the first part states $K_n\le K_{2n}\le\int_0^1 g^2$. It compares a grid with its refinement, not $n$ with $n+1$. The second part, `Tendsto`, states that $K_n\to\int_0^1 g^2$ along all $n$.

The inequalities come from the earlier theorems, with $m=2$. For the limit, let $\eta>0$ and set $\varepsilon=\sqrt{\eta/2}$. Since $g$ is continuous on a closed bounded interval, it is uniformly continuous: some $\delta>0$ ensures that $g$ varies by less than $\varepsilon$ over distances below $\delta$. Choose $N$ with $1/(N+1)<\delta$. For $n\ge N+1$,

$$0\le\int_0^1 g^2-K_n\le\varepsilon^2=\frac{\eta}{2}<\eta .$$

## A second-order rate

```lean
/-- If the slope is Lipschitz with constant `L`, the kinetic energy missed by a grid of
`n ≥ 1` cells is at most `(L/n)²`. -/
theorem deficit_le_of_lipschitz {n : ℕ} (hn : 0 < n)
    (hf : ∀ x ∈ Icc (0 : ℝ) 1, HasDerivWithinAt f (g x) (Icc 0 1) x) {L : ℝ}
    (hL : ∀ x ∈ Icc (0 : ℝ) 1, ∀ y ∈ Icc (0 : ℝ) 1, |g x - g y| ≤ L * |x - y|) :
    (∫ x in (0 : ℝ)..1, g x ^ 2) - gridKinetic f n ≤ (L / n) ^ 2 := by
  have hL0 : 0 ≤ L := by
    have h := (abs_nonneg _).trans (hL 1 (by simp) 0 (by simp))
    simpa using h
  have hg : ContinuousOn g (Icc 0 1) := by
    have h : LipschitzOnWith (Real.toNNReal L) g (Icc 0 1) :=
      LipschitzOnWith.of_dist_le_mul fun x hx y hy => by
        rw [Real.dist_eq, Real.dist_eq, Real.coe_toNNReal L hL0]
        exact hL x hx y hy
    exact h.continuousOn
  refine deficit_le_sq hn hf hg fun x hx y hy hxy => (hL x hx y hy).trans ?_
  calc L * |x - y| ≤ L * (1 / n) := mul_le_mul_of_nonneg_left hxy hL0
    _ = L / n := by ring
```

If $|g(x)-g(y)|\le L|x-y|$, then $g$ varies by at most $L/n$ over distances up to $1/n$. Taking $\varepsilon=L/n$ bounds the missing energy by $(L/n)^2$. Continuity of $g$ is derived here from the Lipschitz condition.

```lean
/-- For the amplitude `x²` on `n ≥ 1` cells, the missing kinetic energy is exactly
`1/(3n²)`. -/
theorem deficit_quadratic {n : ℕ} (hn : 0 < n) :
    (∫ x in (0 : ℝ)..1, (2 * x) ^ 2) - gridKinetic (fun x => x ^ 2) n =
      1 / (3 * (n : ℝ) ^ 2) := by
  have hn' : (n : ℝ) ≠ 0 := by exact_mod_cast hn.ne'
  have hI : (∫ x in (0 : ℝ)..1, (2 * x) ^ 2) = 4 / 3 := by
    have h : (fun x : ℝ => (2 * x) ^ 2) = fun x => 4 * x ^ 2 := by
      funext x
      ring
    rw [h, intervalIntegral.integral_const_mul, integral_pow]
    norm_num
  -- sum of the first odd squares
  have hodd : ∀ m : ℕ, ∑ j ∈ Finset.range m, (2 * (j : ℝ) + 1) ^ 2 =
      m * (4 * (m : ℝ) ^ 2 - 1) / 3 := by
    intro m
    induction m with
    | zero => simp
    | succ m ih =>
      rw [Finset.sum_range_succ, ih]
      push_cast
      ring
  have hk : gridKinetic (fun x => x ^ 2) n =
      n * ((∑ j ∈ Finset.range n, (2 * (j : ℝ) + 1) ^ 2) / (n : ℝ) ^ 4) := by
    rw [gridKinetic, Finset.sum_div]
    congr 1
    refine Finset.sum_congr rfl fun j _ => ?_
    show ((((j : ℝ) + 1) / n) ^ 2 - ((j : ℝ) / n) ^ 2) ^ 2 = (2 * (j : ℝ) + 1) ^ 2 / (n : ℝ) ^ 4
    ring
  rw [hI, hk, hodd]
  field_simp
  ring

end

end GridKineticEnergy
```

For $f(x)=x^2$, the increment over cell $j$ is $(2j+1)/n^2$. Induction gives $\sum_{j<n}(2j+1)^2=n(4n^2-1)/3$, which is `hodd`. Therefore

$$K_n=\frac{n}{n^4}\cdot\frac{n(4n^2-1)}{3}=\frac43-\frac1{3n^2}.$$

The missing energy is exactly $1/(3n^2)$, so no higher power of $1/n$ can hold for all amplitudes with Lipschitz slope. At $n=1$ and $n=2$ it equals $\tfrac13$ and $\tfrac1{12}$, in agreement with the values at the start.

```lean
#print axioms GridKineticEnergy.gridKinetic_le_integral
#print axioms GridKineticEnergy.gridKinetic_monotone_bound_and_limit
#print axioms GridKineticEnergy.deficit_le_of_lipschitz
#print axioms GridKineticEnergy.deficit_quadratic
```

```
'GridKineticEnergy.gridKinetic_le_integral' depends on axioms: [propext, Classical.choice, Quot.sound]
'GridKineticEnergy.gridKinetic_monotone_bound_and_limit' depends on axioms: [propext, Classical.choice, Quot.sound]
'GridKineticEnergy.deficit_le_of_lipschitz' depends on axioms: [propext, Classical.choice, Quot.sound]
'GridKineticEnergy.deficit_quadratic' depends on axioms: [propext, Classical.choice, Quot.sound]
```
